# The staggered spin rotation turns the gamma matrices of free lattice fermions into signs

Let \(e_0,\dots,e_{d-1}\) be Euclidean gamma matrices, with \(e_i^2=1\) and \(e_ie_j=-e_je_i\) for \(i\neq j\), and at the lattice site \(x=(x_0,\dots,x_{d-1})\) let \(T(x)=e_0^{x_0}\cdots e_{d-1}^{x_{d-1}}\). The naive lattice Dirac operator couples the spinor components of neighbouring sites through these matrices, and the substitution \(\psi(x)=T(x)\chi(x)\) replaces them by signs.

```lean
import Mathlib

namespace StaggeredFermions

variable {R : Type*} [Ring R] {d : ℕ}

/-- Euclidean gamma matrices in an arbitrary ring: each squares to one and
different ones anticommute. -/
structure EuclideanGammas (e : Fin d → R) : Prop where
  sq : ∀ i, e i * e i = 1
  anti : ∀ i j, i ≠ j → e i * e j = -(e j * e i)

/-- The neighbour of the site `x` one step forward in direction `μ`. -/
def fwd (x : Fin d → ℕ) (μ : Fin d) : Fin d → ℕ := x + Pi.single μ 1

/-- The neighbour of the site `x` one step backward in direction `μ`, for sites with `x μ ≠ 0`. -/
def bwd (x : Fin d → ℕ) (μ : Fin d) : Fin d → ℕ := x - Pi.single μ 1

/-- The spin rotation `T(x)`: the product of the powers `e i ^ x i` in increasing order of `i`. -/
def spinT (e : Fin d → R) (x : Fin d → ℕ) : R := (List.ofFn fun i => e i ^ x i).prod

/-- The product of the same powers `e i ^ x i` in the reverse order. -/
def spinTinv (e : Fin d → R) (x : Fin d → ℕ) : R :=
  (List.ofFn fun i => e i ^ x i).reverse.prod

/-- The staggered sign: minus one to the sum of the coordinates that precede `μ`. -/
def eta (μ : Fin d) (x : Fin d → ℕ) : ℤ := (-1) ^ (∑ i with i < μ, x i)

/-- If the gammas square to one, the product in reverse order is the two-sided inverse
of the spin rotation. -/
theorem spinT_inverse (e : Fin d → R) (x : Fin d → ℕ) (h : ∀ i, e i * e i = 1) :
    spinT e x * spinTinv e x = 1 ∧ spinTinv e x * spinT e x = 1 := by
  induction d with
  | zero => simp [spinT, spinTinv]
  | succ d ih =>
    obtain ⟨h1, h2⟩ := ih (fun i => e i.succ) (fun i => x i.succ) (fun i => h i.succ)
    have hp : e 0 ^ x 0 * e 0 ^ x 0 = 1 := by
      rw [← pow_add, ← two_mul, pow_mul, pow_two, h, one_pow]
    have hT : spinT e x = e 0 ^ x 0 * spinT (fun i => e i.succ) (fun i => x i.succ) := by
      simp only [spinT, List.ofFn_succ, List.prod_cons]
    have hr : spinTinv e x = spinTinv (fun i => e i.succ) (fun i => x i.succ) * e 0 ^ x 0 := by
      simp only [spinTinv, List.ofFn_succ, List.reverse_cons, List.prod_append,
        List.prod_singleton]
    -- the inner pair cancels first, then the outer pair
    have key : ∀ a b c f : R, b * c = 1 → a * f = 1 → a * b * (c * f) = 1 := by
      intro a b c f hbc haf
      rw [mul_assoc, ← mul_assoc b, hbc, one_mul, haf]
    rw [hT, hr]
    exact ⟨key _ _ _ _ h1 hp, key _ _ _ _ hp h2⟩

/-- Moving `a` past the `n`-th power of an element `b` that anticommutes with it
gives the sign `(-1) ^ n`. -/
theorem anticommute_pow (a b : R) (h : a * b = -(b * a)) (n : ℕ) :
    a * b ^ n = (-1) ^ n * (b ^ n * a) := by
  induction n with
  | zero => simp
  | succ n ih =>
    calc a * b ^ (n + 1) = (a * b ^ n) * b := by rw [pow_succ, mul_assoc]
      _ = (-1) ^ n * (b ^ n * (a * b)) := by rw [ih]; simp only [mul_assoc]
      _ = (-1) ^ (n + 1) * (b ^ (n + 1) * a) := by
        rw [h]; simp only [pow_succ, mul_neg, neg_mul, mul_one, mul_assoc]

/-- For anticommuting gammas that square to one, the gamma of direction `μ` times the spin rotation
at the forward neighbour in direction `μ` is the staggered sign times the rotation at `x`. -/
theorem gamma_mul_spinT_fwd (e : Fin d → R) (x : Fin d → ℕ) (μ : Fin d)
    (he : EuclideanGammas e) :
    e μ * spinT e (fwd x μ) = (eta μ x : R) * spinT e x := by
  induction d with
  | zero => exact μ.elim0
  | succ d ih =>
    have hT : ∀ y : Fin (d + 1) → ℕ,
        spinT e y = e 0 ^ y 0 * spinT (fun i => e i.succ) (fun i => y i.succ) := by
      intro y
      simp only [spinT, List.ofFn_succ, List.prod_cons]
    rw [hT (fwd x μ), hT x]
    cases μ using Fin.cases with
    | zero =>
      -- the first factor is the matching one, and the extra square drops out
      have ht : (fun i : Fin d => fwd x 0 i.succ) = fun i => x i.succ := by
        funext i; simp [fwd]
      have h0 : fwd x 0 0 = x 0 + 1 := by simp [fwd]
      have hη : eta 0 x = 1 := by simp [eta]
      rw [ht, h0, hη, pow_succ', Int.cast_one, one_mul, mul_assoc,
        ← mul_assoc (e 0) (e 0), he.sq, one_mul]
    | succ ν =>
      -- the gamma passes the first factor and the rest is the case of one dimension less
      have ht : (fun i : Fin d => fwd x ν.succ i.succ) = fwd (fun i => x i.succ) ν := by
        funext i; simp [fwd, Pi.single_apply]
      have h0 : fwd x ν.succ 0 = x 0 := by
        simp [fwd, (Fin.succ_ne_zero ν).symm]
      have hη : eta ν.succ x = (-1) ^ x 0 * eta ν (fun i => x i.succ) := by
        simp only [eta, Finset.sum_filter, Fin.sum_univ_succ, Fin.succ_lt_succ_iff,
          Fin.succ_pos, if_true, pow_add]
      have hi : e ν.succ * spinT (fun i => e i.succ) (fwd (fun i => x i.succ) ν)
          = (eta ν (fun i => x i.succ) : R) * spinT (fun i => e i.succ) (fun i => x i.succ) :=
        ih (fun i => e i.succ) (fun i => x i.succ) ν
          ⟨fun i => he.sq _, fun i j hij => he.anti _ _ fun h => hij (Fin.succ_injective _ h)⟩
      rw [ht, h0, hη, ← mul_assoc (e ν.succ),
        anticommute_pow _ _ (he.anti _ _ (Fin.succ_ne_zero ν)), mul_assoc, mul_assoc, hi,
        ← mul_assoc (e 0 ^ x 0),
        ← (Int.cast_commute (eta ν (fun i => x i.succ)) (e 0 ^ x 0)).eq]
      push_cast
      simp only [mul_assoc]

/-- **Staggered spin diagonalisation.** For anticommuting gammas that square to one, the spin
rotation turns the gamma on the link from `x` to its forward neighbour into a sign. -/
theorem spin_diagonalisation (e : Fin d → R) (x : Fin d → ℕ) (μ : Fin d)
    (he : EuclideanGammas e) :
    spinTinv e x * e μ * spinT e (fwd x μ) = (-1) ^ (∑ i with i < μ, x i) := by
  have hη : (eta μ x : R) = (-1) ^ (∑ i with i < μ, x i) := by
    unfold eta; push_cast; rfl
  rw [mul_assoc, gamma_mul_spinT_fwd e x μ he, ← mul_assoc,
    ← (Int.cast_commute (eta μ x) (spinTinv e x)).eq, mul_assoc,
    (spinT_inverse e x he.sq).2, mul_one, hη]

/-- The staggered sign squares to one. -/
theorem eta_sq (μ : Fin d) (x : Fin d → ℕ) : eta μ x * eta μ x = 1 := by
  unfold eta
  rw [← pow_add, ← two_mul, pow_mul]
  simp

/-- A step in direction `μ` flips the staggered sign of direction `ν` exactly when `μ`
precedes `ν`. -/
theorem eta_fwd (x : Fin d → ℕ) (μ ν : Fin d) :
    eta ν (fwd x μ) = (if μ < ν then -1 else 1) * eta ν x := by
  have hs : ∑ i with i < ν, (Pi.single μ 1 : Fin d → ℕ) i = if μ < ν then 1 else 0 := by
    simp only [Pi.single_apply, Finset.sum_ite_eq', Finset.mem_filter, Finset.mem_univ,
      true_and]
  simp only [eta, fwd, Pi.add_apply, Finset.sum_add_distrib, pow_add]
  rw [hs]
  split_ifs <;> simp

/-- The product of the four staggered signs around a plaquette spanned by two different
directions is minus one. -/
theorem plaquette_sign (x : Fin d → ℕ) (μ ν : Fin d) (h : μ ≠ ν) :
    eta μ x * eta ν (fwd x μ) * eta μ (fwd x ν) * eta ν x = -1 := by
  have ha := eta_sq μ x
  have hb := eta_sq ν x
  rw [eta_fwd x μ ν, eta_fwd x ν μ]
  rcases lt_or_gt_of_ne h with h | h <;>
    simp only [if_pos h, if_neg (lt_asymm h)] <;>
    linear_combination (-(eta ν x * eta ν x)) * ha - hb

variable {M : Type*} [AddCommGroup M]

/-- Forward minus backward neighbour value of a lattice field, which is set to zero
outside the lattice. -/
def centralDiff (ψ : (Fin d → ℕ) → M) (μ : Fin d) (x : Fin d → ℕ) : M :=
  ψ (fwd x μ) - if x μ = 0 then 0 else ψ (bwd x μ)

/-- The massless naive lattice Dirac operator, in units where the prefactor of the
central difference is one. -/
def naiveDirac [Module R M] (e : Fin d → R) (ψ : (Fin d → ℕ) → M) (x : Fin d → ℕ) : M :=
  ∑ μ, e μ • centralDiff ψ μ x

/-- The massless staggered operator, with signs in place of the gammas. -/
def staggeredDirac (χ : (Fin d → ℕ) → M) (x : Fin d → ℕ) : M :=
  ∑ μ, eta μ x • centralDiff χ μ x

/-- For anticommuting gammas that square to one, the naive Dirac operator acting on the
rotated field `T χ` equals `T` times the staggered operator acting on `χ`. -/
theorem naiveDirac_spinT [Module R M] (e : Fin d → R) (he : EuclideanGammas e)
    (χ : (Fin d → ℕ) → M) (x : Fin d → ℕ) :
    naiveDirac e (fun y => spinT e y • χ y) x = spinT e x • staggeredDirac χ x := by
  have hz : ∀ (n : ℤ) (a : R) (m : M), ((n : R) * a) • m = a • (n • m) := by
    intro n a m
    rw [(Int.cast_commute n a).eq, mul_smul, Int.cast_smul_eq_zsmul]
  unfold naiveDirac staggeredDirac
  rw [Finset.smul_sum]
  refine Finset.sum_congr rfl fun μ _ => ?_
  have hf : e μ • spinT e (fwd x μ) • χ (fwd x μ)
      = spinT e x • eta μ x • χ (fwd x μ) := by
    rw [smul_smul, gamma_mul_spinT_fwd e x μ he, hz]
  unfold centralDiff
  by_cases h0 : x μ = 0
  · simp only [if_pos h0, sub_zero]
    exact hf
  · have hx : fwd (bwd x μ) μ = x := by
      funext i
      by_cases hi : i = μ
      · subst hi
        simp only [fwd, bwd, Pi.add_apply, Pi.sub_apply, Pi.single_eq_same]
        omega
      · simp [fwd, bwd, hi]
    have hη : eta μ (bwd x μ) = eta μ x := by
      have h := eta_fwd (bwd x μ) μ μ
      rw [hx] at h
      simpa using h.symm
    -- the backward hop carries the same sign, because the gamma and the sign square to one
    have hg : e μ * spinT e (bwd x μ) = (eta μ x : R) * spinT e x := by
      have h := gamma_mul_spinT_fwd e (bwd x μ) μ he
      rw [hx, hη] at h
      have hs : (eta μ x : R) * (eta μ x : R) = 1 := by
        rw [← Int.cast_mul, eta_sq, Int.cast_one]
      have h' : spinT e (bwd x μ) = (eta μ x : R) * (e μ * spinT e x) := by
        rw [h, ← mul_assoc, hs, one_mul]
      rw [h', ← mul_assoc (e μ), ← (Int.cast_commute (eta μ x) (e μ)).eq, mul_assoc,
        ← mul_assoc (e μ) (e μ), he.sq, one_mul]
    have hb : e μ • spinT e (bwd x μ) • χ (bwd x μ)
        = spinT e x • eta μ x • χ (bwd x μ) := by
      rw [smul_smul, hg, hz]
    simp only [if_neg h0, smul_sub]
    rw [hf, hb]

/-- The three Pauli matrices square to one and anticommute pairwise. -/
theorem euclideanGammas_witness :
    EuclideanGammas (![!![0, 1; 1, 0], !![0, -Complex.I; Complex.I, 0], !![1, 0; 0, -1]] :
      Fin 3 → Matrix (Fin 2) (Fin 2) ℂ) := by
  constructor
  · intro i
    fin_cases i <;> ext a b <;> fin_cases a <;> fin_cases b <;>
      simp [Matrix.mul_apply, Fin.sum_univ_succ]
  · intro i j hij
    fin_cases i <;> fin_cases j <;> first
      | exact absurd rfl hij
      | (ext a b; fin_cases a <;> fin_cases b <;>
          simp [Matrix.mul_apply, Fin.sum_univ_succ])

end StaggeredFermions
```

```lean
#print axioms StaggeredFermions.spin_diagonalisation
-- 'StaggeredFermions.spin_diagonalisation' depends on axioms: [propext, Classical.choice, Quot.sound]
#print axioms StaggeredFermions.plaquette_sign
-- 'StaggeredFermions.plaquette_sign' depends on axioms: [propext, Classical.choice, Quot.sound]
#print axioms StaggeredFermions.naiveDirac_spinT
-- 'StaggeredFermions.naiveDirac_spinT' depends on axioms: [propext, Classical.choice, Quot.sound]
```

## From gamma matrices to signs

Write \(\hat\mu\) for the unit step in direction \(\mu\), and define the staggered sign

\[
\eta_\mu(x)=(-1)^{\sum_{i<\mu}x_i}.
\]

The inverse of \(T(x)\) is the same product in reverse order. In \(T(x)T(x)^{-1}\) the innermost pair is \(e_{d-1}^{2x_{d-1}}=1\), then the next pair cancels, and so on outwards; the other order works in the same way. Only \(e_i^2=1\) is used.

If \(ab=-ba\), then \(ab^n=(-1)^nb^na\), since each factor \(b\) that \(a\) passes contributes one sign. Moving \(e_\mu\) through the factors that precede its own therefore gives

\[
e_\mu T(x+\hat\mu)=\eta_\mu(x)\,e_0^{x_0}\cdots e_{\mu-1}^{x_{\mu-1}}\,\bigl(e_\mu e_\mu^{x_\mu+1}\bigr)\cdots e_{d-1}^{x_{d-1}}=\eta_\mu(x)\,T(x),
\]

because \(e_\mu^{x_\mu+2}=e_\mu^{x_\mu}\). Multiplication by \(T(x)^{-1}\) from the left yields

\[
T(x)^{-1}e_\mu T(x+\hat\mu)=\eta_\mu(x).
\]

For the backward hop, let \(x_\mu>0\) and \(y=x-\hat\mu\). The forward identity at \(y\) reads \(e_\mu T(x)=\eta_\mu(y)T(y)\), and \(\eta_\mu(y)=\eta_\mu(x)\) because this sign does not depend on \(x_\mu\). Since \(\eta_\mu^2=1\), we get \(T(y)=\eta_\mu(x)e_\mu T(x)\), hence \(e_\mu T(y)=\eta_\mu(x)T(x)\). Both hops carry the same sign, so

\[
\sum_\mu e_\mu\bigl[T(x+\hat\mu)\chi(x+\hat\mu)-T(x-\hat\mu)\chi(x-\hat\mu)\bigr]
=T(x)\sum_\mu\eta_\mu(x)\bigl[\chi(x+\hat\mu)-\chi(x-\hat\mu)\bigr].
\]

Where \(x_\mu=0\), the backward term is absent on both sides.

A step along \(\mu\) flips \(\eta_\nu\) exactly when \(\mu<\nu\). For \(\mu\neq\nu\), one of the two shifted signs in the following product is flipped and the other is not, so

\[
\eta_\mu(x)\,\eta_\nu(x+\hat\mu)\,\eta_\mu(x+\hat\nu)\,\eta_\nu(x)=-\eta_\mu(x)^2\eta_\nu(x)^2=-1.
\]

A fermion going round a plaquette thus picks up a minus sign, as it would from a magnetic flux of \(\pi\).

## The physics in the Lean statements

The gammas, usually written \(\gamma_\mu\), are a family `e : Fin d → R` in any ring, and `EuclideanGammas e` records their two relations. A site is a function `Fin d → ℕ`, and `fwd x μ` is \(x+\hat\mu\). `spinT` is \(T\), while `spinTinv` is defined as the reversed product and shown to be the inverse by `spinT_inverse`. The sign `eta` is an integer; on the right of `spin_diagonalisation` it appears as an element of `R`, that is, a sign times the identity.

Spinors live in an `R`-module `M`. `naiveDirac` is massless, has no gauge field, and drops the usual prefactor \(1/(2a)\), where \(a\) is the lattice spacing. The lattice is \(\mathbb N^d\), with the field set to zero outside. Simulations normally use a finite box instead, with fermion fields that are periodic in space and usually antiperiodic in time; carrying the result over requires \(T\) to match across the boundary, which it does when all side lengths are even.

For this free massless field, `staggeredDirac` contains no gamma matrix and acts on each spinor component separately. A mass term and the gauge links, which act on colour and not on spin, commute with \(T(x)\), so the spinor components also decouple when these are included (this is not formalised here). Staggered simulations therefore keep a single spinor component.

## The induction behind the signs

`gamma_mul_spinT_fwd` proves the forward identity by induction on \(d\), splitting off the factor \(e_0^{x_0}\). If \(\mu=0\), the extra square drops out. Otherwise `anticommute_pow` moves the gamma past that factor with sign \((-1)^{x_0}\), and the induction hypothesis handles the remaining \(d-1\) directions. `Int.cast_commute` lets the integer signs move freely through ring elements. `spin_diagonalisation` then multiplies by the inverse.

`naiveDirac_spinT` compares the sums direction by direction, separating \(x_\mu=0\) from \(x_\mu>0\); its `hg` is the backward identity. `plaquette_sign` combines `eta_fwd` with `eta_sq`. Finally, `euclideanGammas_witness` checks the Pauli matrices entry by entry, which gives a concrete instance of the relations for \(d=3\).
